# The Coulson bond order as half an energy derivative in non-interacting models

## Density matrix, coupling and energy

Take a finite set of sites with one real orbital each and an orthonormal basis. The one-electron matrix is

F(t) = H + tV

where H is a fixed real matrix, V is the perturbation and the real number t is its strength. E_ab denotes the matrix with a 1 in row a, column b and zeros elsewhere. For the bond between sites r and s,

V = E_rs + E_sr

so t is added to both F_rs and F_sr when r ≠ s. For symmetric H these two entries are equal, and their common value is the resonance integral of the bond, also called its hopping element. In Lean this V is `bondPerturbation r s`.

The density matrix P(t) is spin-summed. Its closed-shell condition is

P² = 2P

which restricts the eigenvalues to 0 (empty) and 2 (doubly occupied). The diagonal entry P_rr is the electron population of site r, and P_rs is the Coulson bond order. The energy, `energy P H V t` in Lean, is

E(t) = tr(P(t)(H + tV))

## The derivative and its hypotheses

The theorem `coulson_bond_order` states that

dE/dt = 2P_rs(t)

The Lean conclusion is a `HasDerivAt` statement: the energy is differentiable at t and its derivative has this value. There are four hypotheses:

- `hP`: P(u)² = 2P(u) for all u in some neighbourhood of t. The occupations stay at 0 or 2 while the coupling varies.
- `hd`: every entry of P(u) is differentiable at u = t.
- `hs`: P(t) is symmetric, as it is for real orbitals.
- `hF`: P(t) commutes with H + tV. The density matrix is stationary for the one-electron matrix at this coupling, as it is when built from eigenvectors.

Symmetry of H is not required, and neither is r ≠ s. For r = s the perturbation is 2E_rr and the derivative is 2P_rr.

The more general theorem `hellmann_feynman` gives dE/dt = tr(P(t)V) for any real matrix V, without `hs`. Its other special case, `coulson_population`, takes V = E_rr and gives P_rr, the derivative with respect to a site energy (the Coulomb integral).

A separate theorem, `bond_order_monotone`, compares two symmetric density matrices P₁ and P₂ at couplings t₁ and t₂. If each has an energy no higher than the other's at its own coupling, then

(t₂ − t₁)((P₂)_rs − (P₁)_rs) ≤ 0

The bond order does not increase when the resonance integral increases. With the usual negative resonance integrals, making the integral more negative therefore does not lower the bond order.

## Gradients in Hückel and tight-binding codes

In a non-interacting Hückel or orthogonal tight-binding code with closed-shell occupations, the formula gives the derivative of the electronic energy with respect to the hopping element of one bond from the density matrix already at hand, with no response calculation. Through the chain rule, this serves parameter fitting and the band-energy part of the forces. The sum runs over all bonds that a parameter or an atomic position affects, and also over all site energies that it affects, whose derivatives are multiplied by the populations P_rr.

The factor 2 belongs to a change made in both F_rs and F_sr. A finite-difference test should shift both entries, rebuild P at each shifted coupling and compare the slope with 2P_rs.

## From idempotency to the bond order

Write P for P(t), F for F(t) and Q for the derivative of P(u) at u = t.

**Response equation.** Differentiating P² = 2P gives

QP + PQ = 2Q

The lemma `response_equation` does this entry by entry. It differentiates the sum that defines the matrix product, and then uses the fact that two functions which agree near t have the same derivative there.

**The occupied block of Q.** Multiply the response equation by P on both sides. The left side becomes

PQP² + P²QP = 2PQP + 2PQP = 4PQP

and the right side becomes 2PQP. Hence

PQP = 0

so the derivative of the density matrix has no block between occupied orbitals. In `occupied_block_zero`, `noncomm_ring` supplies the algebra of non-commuting products, and `linarith` removes the factor 2 in each entry.

**Stationarity.** Multiply the response equation by F on the right and take the trace:

2 tr(QF) = tr(QPF) + tr(PQF)

Cyclicity of the trace and PF = FP make the two terms equal:

tr(PQF) = tr(QFP) = tr(QPF)

so tr(QF) = tr(QPF). Now use 2P = P², commutation and cyclicity again:

2 tr(QPF) = tr(QPPF) = tr(QPFP) = tr(PQPF) = 0

Therefore

tr(QF) = 0

This is `response_stationary`. Its `calc` blocks follow these chains of equalities, with `Matrix.trace_mul_comm` for the cyclic steps.

**Product rule.** Since dF/dt = V,

dE/dt = tr(QF) + tr(PV) = tr(PV)

The proof of `hellmann_feynman` writes the trace as a double sum, differentiates each product and removes the response term with the previous lemma.

**Evaluation for a bond.** For any sites a and b,

tr(P E_ab) = ∑_ij P_ij (E_ab)_ji = P_ba

because only i = b, j = a contributes. This is `trace_mul_unit`. For the bond perturbation it gives

tr(PV) = P_sr + P_rs = 2P_rs

where the last equality uses the symmetry of P. This is `trace_mul_bond`, and substituting it into the general formula proves `coulson_bond_order`. For V = E_rr the trace is P_rr.

**Monotonicity.** Write p₁ and p₂ for the (r, s) entries of P₁ and P₂. The two energy comparisons are

tr(P₁H) + 2t₁p₁ ≤ tr(P₂H) + 2t₁p₂

tr(P₂H) + 2t₂p₂ ≤ tr(P₁H) + 2t₂p₁

Adding them cancels the terms in H and leaves (t₂ − t₁)(p₂ − p₁) ≤ 0. In Lean, `simp` expands the traces and `linarith` adds the inequalities.

**A two-site example.** Let the site energies be a and −a with a ≠ 0, and let the resonance integral be t:

F = [[a, t], [t, −a]]

Then F² = (a² + t²)1, where 1 is the identity matrix. Set

P = 1 − F/√(a² + t²)

which doubly occupies the lower level. It satisfies

P² = 1 − 2F/√(a² + t²) + 1 = 2P

and it commutes with F. The energy and its derivative are

E = −2√(a² + t²)

dE/dt = −2t/√(a² + t²) = 2P_01

with the sites numbered 0 and 1 as in Lean. The theorem `coulson_bond_order_witness` verifies symmetry, idempotency, differentiability and commutation for this P at every t, so the hypotheses of the bond-order formula are met by a density matrix that changes with the coupling. For idempotency and commutation, the proof replaces the inverse square root by a symbol c and checks the matrix entries by algebra; idempotency also uses c²(a² + t²) = 1. Differentiability follows from the rules for square roots, inverses and products.

## Lean source

```lean
import Mathlib

open Matrix Topology

namespace CoulsonBondOrder

noncomputable section

variable {n : Type*} [Fintype n] [DecidableEq n]

/-- The change of the one-electron matrix when the resonance integral between sites `r` and `s`
is raised by one unit: `E_rs + E_sr`. -/
def bondPerturbation (r s : n) : Matrix n n ℝ :=
  Matrix.single r s 1 + Matrix.single s r 1

/-- The electronic energy `tr (P(t) (H + t V))` along a path of density matrices. -/
def energy (P : ℝ → Matrix n n ℝ) (H V : Matrix n n ℝ) (t : ℝ) : ℝ :=
  Matrix.trace (P t * (H + t • V))

/-- The trace of a matrix against the unit matrix `E_ab` picks out its `(b, a)` entry. -/
theorem trace_mul_unit (P : Matrix n n ℝ) (a b : n) :
    Matrix.trace (P * Matrix.single a b 1) = P b a := by
  simp only [Matrix.trace, Matrix.diag_apply, Matrix.mul_apply, Matrix.single_apply]
  rw [Finset.sum_eq_single b, Finset.sum_eq_single a]
  · simp
  · intro k _ hk
    simp [hk.symm]
  · simp
  · intro i _ hi
    simp [hi.symm]
  · simp

/-- For a symmetric density matrix, the expectation value of the bond perturbation is twice
the bond order `P_rs`. -/
theorem trace_mul_bond {P : Matrix n n ℝ} (hs : P.IsSymm) (r s : n) :
    Matrix.trace (P * bondPerturbation r s) = 2 * P r s := by
  rw [bondPerturbation, mul_add, Matrix.trace_add, trace_mul_unit, trace_mul_unit,
    hs.apply r s, two_mul]

omit [DecidableEq n] in
/-- The first-order response `Q` of a doubly occupied density matrix satisfies the
linearised idempotency condition `QP + PQ = 2Q`. -/
theorem response_equation {P : ℝ → Matrix n n ℝ} {Q : Matrix n n ℝ} {t : ℝ}
    (hP : ∀ᶠ u in 𝓝 t, P u * P u = (2 : ℝ) • P u)
    (hd : ∀ i j, HasDerivAt (fun u => P u i j) (Q i j) t) :
    Q * P t + P t * Q = (2 : ℝ) • Q := by
  ext i j
  have h1 : HasDerivAt (fun u => ∑ k, P u i k * P u k j)
      (∑ k, (Q i k * P t k j + P t i k * Q k j)) t :=
    HasDerivAt.fun_sum fun k _ => (hd i k).fun_mul (hd k j)
  have h2 : HasDerivAt (fun u => 2 * P u i j) (2 * Q i j) t := (hd i j).const_mul 2
  have e : (fun u => ∑ k, P u i k * P u k j) =ᶠ[𝓝 t] (fun u => 2 * P u i j) := by
    filter_upwards [hP] with u hu
    have h := congrFun (congrFun hu i) j
    simpa only [Matrix.mul_apply, Matrix.smul_apply, smul_eq_mul] using h
  -- both sides of the idempotency condition have the same derivative
  have h3 := h1.unique (h2.congr_of_eventuallyEq e)
  simpa only [Matrix.add_apply, Matrix.mul_apply, Matrix.smul_apply, smul_eq_mul,
    Finset.sum_add_distrib] using h3

/-- The response of a doubly occupied density matrix has no occupied-occupied block. -/
theorem occupied_block_zero {P Q : Matrix n n ℝ} (hP : P * P = (2 : ℝ) • P)
    (hQ : Q * P + P * Q = (2 : ℝ) • Q) : P * Q * P = 0 := by
  rw [two_smul] at hP hQ
  have h : P * Q * (P * P) + (P * P) * Q * P - P * (Q * P + P * Q) * P = 0 := by
    noncomm_ring
  rw [hP, hQ] at h
  have h2 : P * Q * P + P * Q * P = 0 := by
    calc P * Q * P + P * Q * P
        = P * Q * (P + P) + (P + P) * Q * P - P * (Q + Q) * P := by noncomm_ring
      _ = 0 := h
  ext i j
  have h3 := congrFun (congrFun h2 i) j
  simp only [Matrix.add_apply, Matrix.zero_apply] at h3 ⊢
  linarith

/-- If the density matrix commutes with the one-electron matrix `F`, its response does not
change the energy to first order: `tr (Q F) = 0`. -/
theorem response_stationary {P Q F : Matrix n n ℝ} (hP : P * P = (2 : ℝ) • P)
    (hQ : Q * P + P * Q = (2 : ℝ) • Q) (hF : Commute P F) :
    Matrix.trace (Q * F) = 0 := by
  have h0 := occupied_block_zero hP hQ
  have hc : P * F = F * P := hF.eq
  rw [two_smul] at hP hQ
  have h1 : Matrix.trace (Q * F) + Matrix.trace (Q * F)
      = Matrix.trace (Q * P * F) + Matrix.trace (P * Q * F) := by
    rw [← Matrix.trace_add, ← Matrix.trace_add, ← add_mul, ← add_mul, hQ]
  -- the two mixed blocks contribute equally
  have h2 : Matrix.trace (P * Q * F) = Matrix.trace (Q * P * F) := by
    calc Matrix.trace (P * Q * F) = Matrix.trace (P * (Q * F)) := by rw [mul_assoc]
      _ = Matrix.trace (Q * F * P) := Matrix.trace_mul_comm _ _
      _ = Matrix.trace (Q * P * F) := by rw [mul_assoc, ← hc, ← mul_assoc]
  -- and each reduces to the vanishing occupied-occupied block
  have h3 : Matrix.trace (Q * P * F) + Matrix.trace (Q * P * F) = 0 := by
    calc Matrix.trace (Q * P * F) + Matrix.trace (Q * P * F)
        = Matrix.trace (Q * (P + P) * F) := by rw [mul_add, add_mul, Matrix.trace_add]
      _ = Matrix.trace (Q * P * (P * F)) := by rw [← hP]; simp only [mul_assoc]
      _ = Matrix.trace (Q * P * F * P) := by rw [hc]; simp only [mul_assoc]
      _ = Matrix.trace (P * (Q * P * F)) := Matrix.trace_mul_comm _ _
      _ = Matrix.trace (P * Q * P * F) := by simp only [mul_assoc]
      _ = 0 := by rw [h0, zero_mul, Matrix.trace_zero]
  linarith

/-- Hellmann–Feynman theorem for density matrices: the energy has derivative `tr (P V)` with
respect to the strength of the perturbation `V`. -/
theorem hellmann_feynman {P : ℝ → Matrix n n ℝ} {H V : Matrix n n ℝ} {t : ℝ}
    (hP : ∀ᶠ u in 𝓝 t, P u * P u = (2 : ℝ) • P u)
    (hd : ∀ i j, DifferentiableAt ℝ (fun u => P u i j) t)
    (hF : Commute (P t) (H + t • V)) :
    HasDerivAt (energy P H V) (Matrix.trace (P t * V)) t := by
  obtain ⟨Q, hQ⟩ : ∃ Q : Matrix n n ℝ, ∀ i j, HasDerivAt (fun u => P u i j) (Q i j) t :=
    ⟨Matrix.of fun i j => deriv (fun u => P u i j) t, fun i j => (hd i j).hasDerivAt⟩
  have hV : ∀ i j, HasDerivAt (fun u : ℝ => (H + u • V) i j) (V i j) t := by
    intro i j
    have h := ((hasDerivAt_id' t).mul_const (V i j)).const_add (H i j)
    simpa only [Matrix.add_apply, Matrix.smul_apply, smul_eq_mul, one_mul] using h
  have h : HasDerivAt (fun u => ∑ i, ∑ k, P u i k * (H + u • V) k i)
      (∑ i, ∑ k, (Q i k * (H + t • V) k i + P t i k * V k i)) t :=
    HasDerivAt.fun_sum fun i _ => HasDerivAt.fun_sum fun k _ => (hQ i k).fun_mul (hV k i)
  have e1 : energy P H V = fun u => ∑ i, ∑ k, P u i k * (H + u • V) k i := by
    funext u
    simp only [energy, Matrix.trace, Matrix.diag_apply, Matrix.mul_apply]
  have e2 : ∑ i, ∑ k, (Q i k * (H + t • V) k i + P t i k * V k i)
      = Matrix.trace (Q * (H + t • V)) + Matrix.trace (P t * V) := by
    simp only [Matrix.trace, Matrix.diag_apply, Matrix.mul_apply, Finset.sum_add_distrib]
  -- the response term drops out
  rw [e2, response_stationary hP.self_of_nhds (response_equation hP hQ) hF, zero_add] at h
  rw [e1]
  exact h

/-- Coulson's bond-order formula: the derivative of the energy with respect to the resonance
integral between sites `r` and `s` is twice the bond order `P_rs`. -/
theorem coulson_bond_order {P : ℝ → Matrix n n ℝ} {H : Matrix n n ℝ} {t : ℝ} (r s : n)
    (hP : ∀ᶠ u in 𝓝 t, P u * P u = (2 : ℝ) • P u)
    (hd : ∀ i j, DifferentiableAt ℝ (fun u => P u i j) t)
    (hs : (P t).IsSymm) (hF : Commute (P t) (H + t • bondPerturbation r s)) :
    HasDerivAt (energy P H (bondPerturbation r s)) (2 * P t r s) t := by
  have h := hellmann_feynman hP hd hF
  rwa [trace_mul_bond hs] at h

/-- The derivative of the energy with respect to the Coulomb integral of site `r` is the
electron population `P_rr` of that site. -/
theorem coulson_population {P : ℝ → Matrix n n ℝ} {H : Matrix n n ℝ} {t : ℝ} (r : n)
    (hP : ∀ᶠ u in 𝓝 t, P u * P u = (2 : ℝ) • P u)
    (hd : ∀ i j, DifferentiableAt ℝ (fun u => P u i j) t)
    (hF : Commute (P t) (H + t • Matrix.single r r (1 : ℝ))) :
    HasDerivAt (energy P H (Matrix.single r r 1)) (P t r r) t := by
  have h := hellmann_feynman hP hd hF
  rwa [trace_mul_unit] at h

/-- If each of two symmetric density matrices has at its own coupling an energy no higher than
the other one, the bond order does not increase when the resonance integral increases. -/
theorem bond_order_monotone {P₁ P₂ H : Matrix n n ℝ} {t₁ t₂ : ℝ} (r s : n)
    (hs₁ : P₁.IsSymm) (hs₂ : P₂.IsSymm)
    (h₁ : Matrix.trace (P₁ * (H + t₁ • bondPerturbation r s))
      ≤ Matrix.trace (P₂ * (H + t₁ • bondPerturbation r s)))
    (h₂ : Matrix.trace (P₂ * (H + t₂ • bondPerturbation r s))
      ≤ Matrix.trace (P₁ * (H + t₂ • bondPerturbation r s))) :
    (t₂ - t₁) * (P₂ r s - P₁ r s) ≤ 0 := by
  simp only [mul_add, Matrix.mul_smul, Matrix.trace_add, Matrix.trace_smul, smul_eq_mul,
    trace_mul_bond hs₁, trace_mul_bond hs₂] at h₁ h₂
  linarith

/-- The density matrix `1 - F / √(a² + t²)` of a two-site system with site energies `a`, `-a`
and resonance integral `t`, where `F` is its one-electron matrix. -/
def dimerDensity (a t : ℝ) : Matrix (Fin 2) (Fin 2) ℝ :=
  !![1 - a * (Real.sqrt (a ^ 2 + t ^ 2))⁻¹, -(t * (Real.sqrt (a ^ 2 + t ^ 2))⁻¹);
     -(t * (Real.sqrt (a ^ 2 + t ^ 2))⁻¹), 1 + a * (Real.sqrt (a ^ 2 + t ^ 2))⁻¹]

/-- For `a ≠ 0` the two-site density matrix is symmetric, doubly idempotent, differentiable in
the resonance integral, and commutes with the one-electron matrix. -/
theorem coulson_bond_order_witness {a : ℝ} (ha : a ≠ 0) (t : ℝ) :
    (dimerDensity a t).IsSymm ∧
    dimerDensity a t * dimerDensity a t = (2 : ℝ) • dimerDensity a t ∧
    (∀ i j, DifferentiableAt ℝ (fun u => dimerDensity a u i j) t) ∧
    Commute (dimerDensity a t) (!![a, 0; 0, -a] + t • bondPerturbation 0 1) := by
  have hpos : 0 < a ^ 2 + t ^ 2 := by positivity
  have hc : (Real.sqrt (a ^ 2 + t ^ 2))⁻¹ ^ 2 * (a ^ 2 + t ^ 2) = 1 := by
    rw [inv_pow, Real.sq_sqrt hpos.le]
    exact inv_mul_cancel₀ hpos.ne'
  refine ⟨?_, ?_, ?_, ?_⟩
  · apply Matrix.IsSymm.ext
    intro i j
    fin_cases i <;> fin_cases j <;> rfl
  · simp only [dimerDensity]
    generalize (Real.sqrt (a ^ 2 + t ^ 2))⁻¹ = c at hc ⊢
    ext i j
    fin_cases i <;> fin_cases j <;> simp [Matrix.mul_apply, Fin.sum_univ_two] <;>
      first | linear_combination hc | ring1
  · have h1 : DifferentiableAt ℝ (fun u : ℝ => a ^ 2 + u ^ 2) t := by fun_prop
    have h2 : DifferentiableAt ℝ (fun u : ℝ => (Real.sqrt (a ^ 2 + u ^ 2))⁻¹) t :=
      (h1.sqrt hpos.ne').inv (Real.sqrt_pos.2 hpos).ne'
    have h3 : DifferentiableAt ℝ (fun u : ℝ => u) t := by fun_prop
    intro i j
    fin_cases i <;> fin_cases j
    · exact (h2.const_mul a).const_sub 1
    · exact (h3.mul h2).neg
    · exact (h3.mul h2).neg
    · exact (h2.const_mul a).const_add 1
  · have hF : !![a, 0; 0, -a] + t • bondPerturbation (0 : Fin 2) 1 = !![a, t; t, -a] := by
      ext i j
      fin_cases i <;> fin_cases j <;> simp [bondPerturbation]
    rw [hF, commute_iff_eq]
    simp only [dimerDensity]
    generalize (Real.sqrt (a ^ 2 + t ^ 2))⁻¹ = c
    ext i j
    fin_cases i <;> fin_cases j <;> simp [Matrix.mul_apply, Fin.sum_univ_two] <;> ring1

end

end CoulsonBondOrder
```

```lean
#print axioms CoulsonBondOrder.coulson_bond_order
#print axioms CoulsonBondOrder.coulson_population
#print axioms CoulsonBondOrder.bond_order_monotone
```

```
'CoulsonBondOrder.coulson_bond_order' depends on axioms: [propext, Classical.choice, Quot.sound]
'CoulsonBondOrder.coulson_population' depends on axioms: [propext, Classical.choice, Quot.sound]
'CoulsonBondOrder.bond_order_monotone' depends on axioms: [propext, Classical.choice, Quot.sound]
```

## Range of validity for a simulation code

The formula holds at one coupling t, for any family of density matrices P(u) that meets the hypotheses at and near t. It does not need the ground state: a closed-shell configuration with other eigenvectors doubly occupied also qualifies. The monotonicity theorem does depend on energy ordering. Its two inequalities hold, for example, when P₁ and P₂ are lowest-energy density matrices at their own couplings within the same admissible set.

Differentiability of P is assumed, not derived. Physically, it stands for an occupied space that changes smoothly with the coupling. A gap between occupied and empty levels secures this for the usual ground-state density matrix; where such levels cross, the occupied space can jump and the formula need not apply.

Several common situations fall outside the model:

- **Partial occupations.** Thermal smearing and open shells with singly occupied orbitals violate P² = 2P.
- **Non-orthogonal bases.** The idempotency condition then involves the overlap matrix S and reads PSP = 2P, and the energy derivative in general gains a further term if S changes with the parameter.
- **Self-consistent models.** H is fixed here, whereas in a mean-field calculation the one-electron matrix depends on P, and tr(PF) is in general not the total energy.
- **Complex matrices.** Bloch Hamiltonians at general k-points and magnetic phases are not covered, since all entries are real.

The theorems concern exact real arithmetic. In a code, P comes from a numerical diagonalisation or purification, and the residuals of P² − 2P and PF − FP show how closely idempotency and commutation hold at that coupling; the theorems give no error bound in terms of these residuals.
